# The Su-Chesnavich fit lies between the Langevin and locked-dipole capture rates for reduced dipole parameters $x\ge 0.00002$

The rate at which an ion captures a polar molecule depends on charge, polarizability, mass, dipole moment and temperature, whereas the Su-Chesnavich correction depends on a single number $x$. The model here takes $x$ as the independent variable and computes from it the dipole moment $D=x\sqrt{2\alpha T}$, where $\alpha$ is the polarizability and $T$ is the thermal energy, Boltzmann's constant times temperature. The fit and the two reference rate constants enter as explicit formulas; none of them is derived from collision dynamics.

## The fit and the two reference rates

```lean
import Mathlib

open Real

namespace SuChesnavichCapture

noncomputable section
```

Mathlib is Lean's mathematical library. Opening `Real` makes `π` available as the usual real number.

```lean
/-- The Su-Chesnavich fit for the ratio of the ion-dipole capture rate constant to the
Langevin one, as a function of the reduced dipole parameter `x ≥ 0`. -/
def fitRatio (x : ℝ) : ℝ :=
  if x ≤ 2 then (x + 0.509) ^ 2 / 10.526 + 0.9754 else 0.4767 * x + 0.62
```

This is the fit,
$$K(x)=\begin{cases}(x+0.509)^2/10.526+0.9754, & x\le 2,\\ 0.4767\,x+0.62, & x>2.\end{cases}$$
The type `ℝ → ℝ` is implied by `(x : ℝ) : ℝ`: a real number goes in and a real number comes out. The decimal constants summarise classical trajectory results for a rotating dipole approaching an ion, and are taken as exact. Negative $x$ is allowed by the type but has no physical meaning here.

```lean
/-- The locked-dipole value of the same ratio, `1 + 2x/√π`. -/
def lockedRatio (x : ℝ) : ℝ := 1 + 2 * x / √π
```

The upper reference value is $1+2x/\sqrt\pi$. At this point it is only a definition; its link to rate constants is proved below.

```lean
/-- The Langevin rate constant for charge `q`, polarizability `α > 0` and reduced mass
`μ > 0`, in Gaussian units. -/
def langevinRate (q α μ : ℝ) : ℝ := 2 * π * q * √(α / μ)
```

The Langevin rate constant $k_L=2\pi q\sqrt{\alpha/\mu}$ describes capture by the charge-induced dipole attraction alone, with $q$ the size of the ion's charge and $\mu$ the reduced mass.

```lean
/-- The thermal locked-dipole rate constant for dipole moment `D` and thermal energy `T > 0`
(Boltzmann's constant times temperature), with `μ > 0`. -/
def lockedRate (q α μ D T : ℝ) : ℝ :=
  2 * π * q / √μ * (√α + D * √(2 / (π * T)))
```

In the same Gaussian units as the Langevin formula, the locked-dipole rate constant is
$$k_D=\frac{2\pi q}{\sqrt\mu}\left(\sqrt\alpha+D\sqrt{\frac{2}{\pi T}}\right).$$
It assumes that the dipole stays aligned with the ion throughout the approach, and it is already averaged over thermal velocities.

```lean
/-- The dipole moment that belongs to the reduced parameter `x` at polarizability `α` and
thermal energy `T`. -/
def dipoleMoment (α T x : ℝ) : ℝ := x * √(2 * α * T)
```

This is $D=x\sqrt{2\alpha T}$, or $x=D/\sqrt{2\alpha T}$ when $\alpha$ and $T$ are positive.

## The quotient of the reference rates

```lean
/-- The Langevin rate constant is positive for positive charge, polarizability and mass. -/
theorem langevinRate_pos {q α μ : ℝ} (hq : 0 < q) (hα : 0 < α) (hμ : 0 < μ) :
    0 < langevinRate q α μ := by
  unfold langevinRate
  positivity
```

In a Lean theorem, assumptions such as `(hq : 0 < q)` come before the final colon and the conclusion after it. Here every factor of $k_L$ is positive, which the tactic `positivity` recognises.

```lean
/-- The locked-dipole rate constant divided by the Langevin rate constant depends only on
the reduced dipole parameter `x`, and equals `1 + 2x/√π`. -/
theorem lockedRate_div_langevinRate {q α μ T : ℝ} (hq : 0 < q) (hα : 0 < α)
    (hμ : 0 < μ) (hT : 0 < T) (x : ℝ) :
    lockedRate q α μ (dipoleMoment α T x) T / langevinRate q α μ = lockedRatio x := by
  -- the thermal energy cancels between the dipole moment and the thermal average
  have hcancel : 2 * α * T * (2 / (π * T)) = 2 ^ 2 * (α / π) := by
    calc 2 * α * T * (2 / (π * T)) = 2 ^ 2 * (α / π) * (T * T⁻¹) := by ring
      _ = 2 ^ 2 * (α / π) := by rw [mul_inv_cancel₀ hT.ne', mul_one]
  have hroot : √(2 * α * T) * √(2 / (π * T)) = 2 * (√α / √π) := by
    rw [← Real.sqrt_mul (by positivity), hcancel, Real.sqrt_mul (by positivity),
      Real.sqrt_sq (by norm_num), Real.sqrt_div hα.le]
  rw [div_eq_iff (langevinRate_pos hq hα hμ).ne']
  unfold lockedRate dipoleMoment langevinRate lockedRatio
  rw [Real.sqrt_div hα.le]
  linear_combination (2 * π * q / √μ * x) * hroot
```

For positive $q,\alpha,\mu,T$ and any real $x$, the theorem says $k_D/k_L=1+2x/\sqrt\pi$. By hand, the common factor $2\pi q/\sqrt\mu$ cancels:
$$\frac{k_D}{k_L}=1+\frac{x}{\sqrt\alpha}\sqrt{2\alpha T}\sqrt{\frac{2}{\pi T}}=1+\frac{x}{\sqrt\alpha}\cdot\frac{2\sqrt\alpha}{\sqrt\pi}=1+\frac{2x}{\sqrt\pi}.$$
The step `hcancel` removes $T$ under the root, and `hroot` evaluates the product of the two roots. Lean then multiplies through by $k_L$, and `linear_combination` checks that what remains is a multiple of `hroot`.

The factor 2 in $\sqrt{2\alpha T}$ is easily lost. With $D=x\sqrt{\alpha T}$ the quotient would be $1+x\sqrt{2/\pi}$, which no longer matches the $x$ for which the fit was made.

```lean
/-- The slope `2/√π` of the locked-dipole ratio lies between 1.1 and 1.2. -/
theorem locked_slope_bounds : 1.1 < 2 / √π ∧ 2 / √π < 1.2 := by
  have hpos : 0 < √π := Real.sqrt_pos.2 Real.pi_pos
  have hsq : √π ^ 2 = π := Real.sq_sqrt Real.pi_pos.le
  have h3 := Real.pi_gt_three
  have h4 := Real.pi_lt_d2
  have hlo : 1.7 < √π := by nlinarith
  have hhi : √π < 1.8 := by nlinarith
  constructor
  · rw [lt_div_iff₀ hpos]
    linarith
  · rw [div_lt_iff₀ hpos]
    linarith
```

Since $1.7^2=2.89<3<\pi<3.15<3.24=1.8^2$, we have $1.7<\sqrt\pi<1.8$. Then $1.1\sqrt\pi<1.98<2$ and $1.2\sqrt\pi>2.04>2$, so $1.1<2/\sqrt\pi<1.2$.

## Lower bound and crossing point

```lean
/-- The fit lies above the Langevin value 1 for every `x ≥ 0`. -/
theorem one_lt_fitRatio {x : ℝ} (hx : 0 ≤ x) : 1 < fitRatio x := by
  by_cases h : x ≤ 2
  · rw [fitRatio, if_pos h]
    have hexp : (x + 0.509) ^ 2 = x ^ 2 + 1.018 * x + 0.259081 := by ring
    have hsq : 0.259081 ≤ (x + 0.509) ^ 2 := by
      rw [hexp]
      linarith [sq_nonneg x]
    have hnum : (0.0246 : ℝ) * 10.526 < 0.259081 := by norm_num
    have hdiv : 0.0246 < (x + 0.509) ^ 2 / 10.526 :=
      (lt_div_iff₀ (by norm_num)).2 (hnum.trans_le hsq)
    generalize (x + 0.509) ^ 2 / 10.526 = y at hdiv ⊢
    linarith
  · rw [fitRatio, if_neg h]
    linarith [not_le.1 h]
```

The fit exceeds 1 for all $x\ge0$. The proof splits at $x=2$. On the quadratic branch,
$$(x+0.509)^2=x^2+1.018x+0.259081\ge 0.259081>0.0246\cdot10.526,$$
so $K(x)>0.0246+0.9754=1$. On the linear branch, $K(x)>0.4767\cdot2+0.62=1.5734$.

```lean
/-- There is a threshold `c` between 0.00001 and 0.00002 such that, for `x ≥ 0`, the fit lies below
the locked-dipole ratio exactly when `x > c`. -/
theorem fitRatio_lt_lockedRatio_iff :
    ∃ c : ℝ, 0.00001 < c ∧ c < 0.00002 ∧
      ∀ x : ℝ, 0 ≤ x → (fitRatio x < lockedRatio x ↔ c < x) := by
  obtain ⟨h1, h2⟩ := locked_slope_bounds
  obtain ⟨s, hs⟩ : ∃ s : ℝ, s = 2 / √π := ⟨_, rfl⟩
  rw [← hs] at h1 h2
  have hlock : ∀ x : ℝ, lockedRatio x = 1 + s * x := by
    intro x
    rw [lockedRatio, hs]
    ring
  -- the gap on the quadratic branch changes sign, so it vanishes at some `c`
  have hcont : Continuous
      (fun x : ℝ => 1 + s * x - ((x + 0.509) ^ 2 / 10.526 + 0.9754)) := by
    fun_prop
  have ha : 1 + s * 0.00001 - (((0.00001 : ℝ) + 0.509) ^ 2 / 10.526 + 0.9754) < 0 := by
    norm_num
    linarith
  have hb : 0 < 1 + s * 0.00002 - (((0.00002 : ℝ) + 0.509) ^ 2 / 10.526 + 0.9754) := by
    norm_num
    linarith
  obtain ⟨c, ⟨hc1, hc2⟩, hc⟩ := intermediate_value_Ioo
    (show (0.00001 : ℝ) ≤ 0.00002 by norm_num) hcont.continuousOn ⟨ha, hb⟩
  have hc' : 1 + s * c - ((c + 0.509) ^ 2 / 10.526 + 0.9754) = 0 := hc
  refine ⟨c, hc1, hc2, fun x hx => ?_⟩
  rw [hlock]
  by_cases h : x ≤ 2
  · rw [fitRatio, if_pos h]
    -- the gap is `x - c` times a positive factor
    have hsum : x + c + 1.018 < 4 := by linarith
    have hnum : (4 : ℝ) < 1.1 * 10.526 := by norm_num
    have hdiv : (x + c + 1.018) / 10.526 < 1.1 :=
      (div_lt_iff₀ (by norm_num)).2 (hsum.trans hnum)
    have hP : 0 < s - (x + c + 1.018) / 10.526 := sub_pos.2 (hdiv.trans h1)
    have hfac : 1 + s * x - ((x + 0.509) ^ 2 / 10.526 + 0.9754)
        = (x - c) * (s - (x + c + 1.018) / 10.526) := by
      linear_combination hc'
    rw [← sub_pos, hfac, mul_pos_iff_of_pos_right hP, sub_pos]
  · rw [fitRatio, if_neg h]
    have h' : 2 < x := not_le.1 h
    have hsx : 1.1 * x < s * x := mul_lt_mul_of_pos_right h1 (by linarith)
    constructor
    · intro _
      linarith
    · intro _
      linarith
```

The statement reads: there is a $c$ with $0.00001<c<0.00002$ such that, for every $x\ge0$, $K(x)<1+2x/\sqrt\pi$ holds exactly when $x>c$.

Write $s=2/\sqrt\pi$ and let
$$g(x)=1+sx-\frac{(x+0.509)^2}{10.526}-0.9754$$
be the gap on the quadratic branch. The bounds on $s$ give $g(0.00001)<0$ and $g(0.00002)>0$ (`ha` and `hb`), so the intermediate value theorem supplies a zero $c$ between them. Subtracting $g(c)=0$ gives
$$g(x)=(x-c)\left(s-\frac{x+c+1.018}{10.526}\right).$$
For $x\le2$ we have $x+c+1.018<4<1.1\cdot10.526$, so the bracket is positive and $g(x)$ has the sign of $x-c$. For $x>2$, $0.4767x+0.62<1+1.1x<1+sx$, and $x>c$ as well, so both sides of the equivalence are true.

## The bounds on the rate

```lean
/-- For every `x ≥ 0.00002` the Su-Chesnavich fit lies strictly between the Langevin value 1
and the locked-dipole value `1 + 2x/√π`. -/
theorem fitRatio_between {x : ℝ} (hx : 0.00002 ≤ x) :
    1 < fitRatio x ∧ fitRatio x < 1 + 2 * x / √π := by
  have hx0 : 0 ≤ x := by linarith
  obtain ⟨c, _, hc, h⟩ := fitRatio_lt_lockedRatio_iff
  exact ⟨one_lt_fitRatio hx0, (h x hx0).2 (by linarith)⟩
```

If $x\ge0.00002$, then $x>c$, and the two previous theorems combine to $1<K(x)<1+2x/\sqrt\pi$. At $x=1$, for example, $K(1)=2.277081/10.526+0.9754\approx1.192$, while the upper value is about $2.128$.

```lean
/-- For `x ≥ 0.00002` the rate constant predicted by the fit lies strictly between the
Langevin and the thermal locked-dipole rate constants. -/
theorem fitted_rate_between {q α μ T x : ℝ} (hq : 0 < q) (hα : 0 < α) (hμ : 0 < μ)
    (hT : 0 < T) (hx : 0.00002 ≤ x) :
    langevinRate q α μ < fitRatio x * langevinRate q α μ ∧
      fitRatio x * langevinRate q α μ < lockedRate q α μ (dipoleMoment α T x) T := by
  have hL := langevinRate_pos hq hα hμ
  obtain ⟨hlo, hhi⟩ := fitRatio_between hx
  constructor
  · exact (lt_mul_iff_one_lt_left hL).2 hlo
  · rw [← lt_div_iff₀ hL, lockedRate_div_langevinRate hq hα hμ hT]
    exact hhi
```

The rate constant predicted by the fit is $K(x)\,k_L$. Multiplying the lower bound by $k_L>0$ gives $k_L<K(x)k_L$; the upper bound becomes $K(x)k_L<k_D$ through the quotient theorem. In kinetic simulations of ion-molecule reactions, this gives a consistency check on capture rates computed from the fit, within the classical model of a point charge and a polarizable point dipole.

## Two small defects of the fit

```lean
/-- At `x = 0` the fit exceeds the locked-dipole ratio. -/
theorem lockedRatio_zero_lt_fitRatio_zero : lockedRatio 0 < fitRatio 0 := by
  have h : lockedRatio 0 = 1 := by simp [lockedRatio]
  rw [h]
  exact one_lt_fitRatio le_rfl
```

At $x=0$ the locked-dipole ratio equals the Langevin value 1, so no number could lie strictly between them. The fit gives $K(0)\approx1.000013$, slightly above both, although a molecule without a dipole should follow the Langevin rate.

```lean
/-- For `2 < x ≤ 2.0001` the fit is smaller than at `x = 2`. -/
theorem fitRatio_drop {x : ℝ} (h2 : 2 < x) (hx : x ≤ 2.0001) :
    fitRatio x < fitRatio 2 := by
  rw [fitRatio, if_neg (not_le.2 h2), fitRatio, if_pos le_rfl]
  norm_num
  linarith

end

end SuChesnavichCapture
```

At the branch point, $K(2)\approx1.573451$. For $2<x\le2.0001$ the linear branch gives at most $0.4767\cdot2.0001+0.62\approx1.573448$, which is smaller. The fit is therefore not monotone: a slightly larger dipole parameter can yield a slightly smaller predicted ratio. In the proof, `if_neg` and `if_pos` select the two branches, and arithmetic does the rest.

```lean
#print axioms SuChesnavichCapture.fitRatio_between
#print axioms SuChesnavichCapture.fitted_rate_between
#print axioms SuChesnavichCapture.lockedRatio_zero_lt_fitRatio_zero
#print axioms SuChesnavichCapture.fitRatio_drop
```

```
'SuChesnavichCapture.fitRatio_between' depends on axioms: [propext, Classical.choice, Quot.sound]
'SuChesnavichCapture.fitted_rate_between' depends on axioms: [propext, Classical.choice, Quot.sound]
'SuChesnavichCapture.lockedRatio_zero_lt_fitRatio_zero' depends on axioms: [propext, Classical.choice, Quot.sound]
'SuChesnavichCapture.fitRatio_drop' depends on axioms: [propext, Classical.choice, Quot.sound]
```
